# The hcp structure factor for identical atoms: intensities 4, 0, 1 and 3

When a kinematic diffraction pattern is computed for an hcp metal, each reflection $(h,k,l)$ is weighted by the squared modulus of its structure factor. For two identical atoms of unit amplitude, and indices referred to hexagonal axes with $120^\circ$ between the first two, that weight depends only on whether 3 divides $h+2k$ and on the parity of $l$:

| | $l$ even | $l$ odd |
|---|---|---|
| $3 \mid h+2k$ | 4 | 0 |
| $3 \nmid h+2k$ | 1 | 3 |

In Lean 4 with Mathlib:

```lean
import Mathlib

open scoped Real
open Complex (I)

namespace HcpStructureFactor

noncomputable section
```

## From atomic positions to a phase sum

Let atom $j$ have complex scattering amplitude $f_j$ and fractional coordinates $r_{ja}$, with $a=0,1,2$ labelling the cell axes, and let $m_a$ be the integer Miller indices. The structure factor is

$$F(m)=\sum_j f_j\,e^{2\pi i\sum_a m_a r_{ja}} .$$

The amplitudes are constants: their dependence on scattering angle and thermal damping are left out. The finite type `ι` labels the atoms of the basis.

```lean
/-- The structure factor of a basis of atoms with scattering amplitudes `f j` at fractional
coordinates `r j`, for the reflection with Miller indices `m`. -/
def structureFactor {ι : Type*} [Fintype ι] (f : ι → ℂ) (r : ι → Fin 3 → ℝ)
    (m : Fin 3 → ℤ) : ℂ :=
  ∑ j, f j * Complex.exp (2 * π * I * ((∑ a, (m a : ℝ) * r j a : ℝ) : ℂ))
```

The hcp cell has atoms at $(0,0,0)$ and $(1/3,2/3,1/2)$, referred to hexagonal axes with $120^\circ$ between the first two. Cell lengths and angles do not enter the phases, so the code contains no metric and no $c/a$ ratio.

```lean
/-- The two atomic sites of the hexagonal close-packed cell, in fractional coordinates. -/
def hcpSites : Fin 2 → Fin 3 → ℝ := ![![0, 0, 0], ![1 / 3, 2 / 3, 1 / 2]]
```

Setting both amplitudes to 1 and $m=(h,k,l)$ gives the hcp factor.

```lean
/-- The hcp structure factor: identical atoms of unit amplitude on the two hcp sites. -/
def hcpFactor (h k l : ℤ) : ℂ := structureFactor ![1, 1] hcpSites ![h, k, l]
```

## The choice of origin

Moving every atom by $t$ multiplies each term by the same phase:

$$F'(m)=e^{2\pi i\sum_a m_a t_a}F(m),\qquad |F'(m)|=|F(m)| .$$

In the proof, `key` is the first equation; the second follows because the exponential of an imaginary number has modulus 1.

```lean
/-- Moving all atoms of a basis by the same vector `t` leaves the modulus of the structure
factor unchanged. -/
theorem norm_structureFactor_shift {ι : Type*} [Fintype ι] (f : ι → ℂ) (r : ι → Fin 3 → ℝ)
    (t : Fin 3 → ℝ) (m : Fin 3 → ℤ) :
    ‖structureFactor f (fun j a => r j a + t a) m‖ = ‖structureFactor f r m‖ := by
  -- the shift multiplies every term by one common phase
  have key : structureFactor f (fun j a => r j a + t a) m =
      Complex.exp (((2 * π * ∑ a, (m a : ℝ) * t a : ℝ) : ℂ) * I) * structureFactor f r m := by
    unfold structureFactor
    rw [Finset.mul_sum]
    refine Finset.sum_congr rfl fun j _ => ?_
    have hs : ∑ a, (m a : ℝ) * (r j a + t a) =
        ∑ a, (m a : ℝ) * r j a + ∑ a, (m a : ℝ) * t a := by
      simp only [mul_add, Finset.sum_add_distrib]
    have hp : 2 * π * I * ((∑ a, (m a : ℝ) * t a : ℝ) : ℂ) =
        ((2 * π * ∑ a, (m a : ℝ) * t a : ℝ) : ℂ) * I := by
      rw [Complex.ofReal_mul, Complex.ofReal_mul, Complex.ofReal_ofNat]
      ring
    rw [hs, Complex.ofReal_add, mul_add, Complex.exp_add, hp]
    ring
  rw [key, norm_mul, Complex.norm_exp_ofReal_mul_I, one_mul]
```

The hcp factor could also have been defined with the origin midway between the atoms, at sites $\pm(1/6,1/3,1/4)$. It would then be the real number $2\cos\!\big(\pi(\tfrac{h+2k}{3}+\tfrac l2)\big)$, with the same modulus but in general a different phase.

## Two waves and their interference

With the first atom at the origin and amplitudes $f$ and $g$ on the two sites, the phase sums are $0$ and $h/3+2k/3+l/2$, which `h0` and `h1` evaluate. Hence

$$F=f+g\,e^{2\pi i\left((h+2k)/3+l/2\right)} .$$

```lean
/-- The structure factor for amplitudes `f` and `g` on the two hcp sites. -/
theorem structureFactor_hcpSites (f g : ℂ) (h k l : ℤ) :
    structureFactor ![f, g] hcpSites ![h, k, l] =
      f + g * Complex.exp (2 * π * I * (((h : ℂ) + 2 * k) / 3 + l / 2)) := by
  have h0 : ∑ a, ((![h, k, l] a : ℤ) : ℝ) * hcpSites 0 a = 0 := by
    simp [hcpSites, Fin.sum_univ_three]
  have h1 : ∑ a, ((![h, k, l] a : ℤ) : ℝ) * hcpSites 1 a =
      ((h : ℝ) + 2 * k) / 3 + l / 2 := by
    simp [hcpSites, Fin.sum_univ_three]
    ring
  simp only [structureFactor, Fin.sum_univ_two, h0, h1]
  simp
```

For unit amplitudes and a real phase difference $\theta=2\pi x$,

$$|1+e^{i\theta}|^2=(1+\cos\theta)^2+\sin^2\theta=2+2\cos\theta .$$

The proof splits the sum into real and imaginary parts and finishes with $\sin^2\theta+\cos^2\theta=1$.

```lean
/-- Two equal unit scatterers with phase difference `2πx` have intensity `2 + 2 cos (2πx)`. -/
theorem two_site_intensity (x : ℝ) :
    ‖1 + Complex.exp (2 * π * I * (x : ℂ))‖ ^ 2 = 2 + 2 * Real.cos (2 * π * x) := by
  have hx : 2 * π * I * (x : ℂ) = ((2 * π * x : ℝ) : ℂ) * I := by
    push_cast
    ring
  rw [hx, Complex.sq_norm, Complex.normSq_apply]
  simp only [Complex.add_re, Complex.add_im, Complex.one_re, Complex.one_im,
    Complex.exp_ofReal_mul_I_re, Complex.exp_ofReal_mul_I_im]
  linear_combination Real.sin_sq_add_cos_sq (2 * π * x)
```

The in-plane phase is $2\pi n/3$ with $n=h+2k$. If $n=3q$, it is a whole number of turns and the cosine is 1. Otherwise $n=3q\pm1$, and the cosine is $\cos(2\pi/3)=-1/2$. In this second case the proof takes $q=\lfloor (n+1)/3\rfloor$ and `omega` checks that it works; in both cases periodicity removes the whole turns.

```lean
/-- The cosine of `n` thirds of a full turn is `1` if 3 divides `n` and `-1/2` otherwise. -/
theorem cos_thirds (n : ℤ) :
    Real.cos (2 * π * ((n : ℝ) / 3)) = if 3 ∣ n then 1 else -1 / 2 := by
  have base : Real.cos (2 * π / 3) = -1 / 2 := by
    rw [show 2 * π / 3 = π - π / 3 by ring, Real.cos_pi_sub, Real.cos_pi_div_three]
    norm_num
  split_ifs with hn
  · obtain ⟨q, rfl⟩ := hn
    rw [show 2 * π * (((3 * q : ℤ) : ℝ) / 3) = 0 + q * (2 * π) by push_cast; ring,
      Real.cos_add_int_mul_two_pi, Real.cos_zero]
  · -- the remaining integers lie one above or one below a multiple of three
    obtain ⟨q, hq⟩ : ∃ q : ℤ, n = 3 * q + 1 ∨ n = 3 * q - 1 := ⟨(n + 1) / 3, by omega⟩
    rcases hq with hq | hq
    · rw [hq, show 2 * π * (((3 * q + 1 : ℤ) : ℝ) / 3) = 2 * π / 3 + q * (2 * π) by
        push_cast; ring, Real.cos_add_int_mul_two_pi, base]
    · rw [hq, show 2 * π * (((3 * q - 1 : ℤ) : ℝ) / 3) = -(2 * π / 3) + q * (2 * π) by
        push_cast; ring, Real.cos_add_int_mul_two_pi, Real.cos_neg, base]
```

The stacking offset adds $\pi l$ to the phase. For $l=2p$ this is $p$ full turns; for $l=2p+1$ an extra half turn remains, and $\cos(\theta+\pi)=-\cos\theta$.

```lean
/-- An offset of half a cell keeps the interference cosine for even `l` and reverses its sign
for odd `l`. -/
theorem cos_half_offset (x : ℝ) (l : ℤ) :
    Real.cos (2 * π * (x + (l : ℝ) / 2)) =
      if Even l then Real.cos (2 * π * x) else -Real.cos (2 * π * x) := by
  split_ifs with hl
  · obtain ⟨p, rfl⟩ := hl
    rw [show 2 * π * (x + ((p + p : ℤ) : ℝ) / 2) = 2 * π * x + p * (2 * π) by
      push_cast; ring, Real.cos_add_int_mul_two_pi]
  · obtain ⟨p, rfl⟩ := Int.not_even_iff_odd.mp hl
    rw [show 2 * π * (x + ((2 * p + 1 : ℤ) : ℝ) / 2) = (2 * π * x + π) + p * (2 * π) by
      push_cast; ring, Real.cos_add_int_mul_two_pi, Real.cos_add_pi]
```

## The four intensities

Substituting the two cosine rules into $2+2\cos\theta$ gives

$$2+2=4,\quad 2-2=0,\quad 2-1=1,\quad 2+1=3,$$

in the order of the table, read row by row. The theorem holds for all integers $h,k,l$, including negative ones and $(0,0,0)$. Its nested `if` is the table, and `split_ifs` produces the four cases.

```lean
/-- The squared modulus of the hcp structure factor is 4 or 0 for `l` even or odd when 3 divides
`h + 2k`, and 1 or 3 for `l` even or odd otherwise. -/
theorem hcp_intensity (h k l : ℤ) :
    ‖hcpFactor h k l‖ ^ 2 =
      if 3 ∣ h + 2 * k then (if Even l then 4 else 0) else (if Even l then 1 else 3) := by
  have e : ((h : ℂ) + 2 * k) / 3 + l / 2 =
      ((((h + 2 * k : ℤ) : ℝ) / 3 + (l : ℝ) / 2 : ℝ) : ℂ) := by
    simp
  rw [hcpFactor, structureFactor_hcpSites, one_mul, e, two_site_intensity,
    cos_half_offset, cos_thirds]
  -- four cases: divisibility of `h + 2k` by 3, combined with the parity of `l`
  split_ifs <;> norm_num
```

A complex number vanishes exactly when its squared modulus does, so $F=0$ if and only if $3\mid h+2k$ and $l$ is odd. In a nearly-free-electron model with identical spherical, local atomic potentials, the corresponding Fourier component of the crystal potential vanishes too.

```lean
/-- The hcp structure factor is zero exactly when 3 divides `h + 2k` and `l` is odd. -/
theorem hcp_absent_iff (h k l : ℤ) :
    hcpFactor h k l = 0 ↔ 3 ∣ h + 2 * k ∧ Odd l := by
  have hz : hcpFactor h k l = 0 ↔ ‖hcpFactor h k l‖ ^ 2 = 0 := by
    rw [pow_eq_zero_iff two_ne_zero, norm_eq_zero]
  rw [hz, hcp_intensity, ← Int.not_even_iff_odd]
  by_cases h1 : 3 ∣ h + 2 * k <;> by_cases h2 : Even l <;> simp [h1, h2]
```

For $k=h$, $h+2k=3h$ is always divisible by 3, so the structure factor is zero for every $(h,h,l)$ reflection with odd $l$.

```lean
/-- The hcp structure factor is zero for indices `h h l` with `l` odd. -/
theorem hcp_hhl_absent (h l : ℤ) (hl : Odd l) : hcpFactor h h l = 0 :=
  (hcp_absent_iff h h l).mpr ⟨⟨h, by ring⟩, hl⟩
```

## Different atoms on the two sites

Write $h+2k=3q$ and $l=2p+1$. The second atom's phase factor is then

$$e^{2\pi i(q+p+1/2)}=-1,$$

so $F=f-g$. The waves cancel only when the amplitudes are equal; otherwise the reflection has intensity $|f-g|^2$. In the proof, `harg` separates the half turn from the $q+p$ whole turns.

```lean
/-- With amplitudes `f` and `g` on the two hcp sites, the structure factor is `f - g` whenever
3 divides `h + 2k` and `l` is odd. -/
theorem unequal_atoms_amplitude (f g : ℂ) (h k l : ℤ) (hk : 3 ∣ h + 2 * k) (hl : Odd l) :
    structureFactor ![f, g] hcpSites ![h, k, l] = f - g := by
  obtain ⟨q, hq⟩ := hk
  obtain ⟨p, rfl⟩ := hl
  have hq' : (h : ℂ) + 2 * k = 3 * q := by exact_mod_cast hq
  -- the second atom scatters exactly half a turn out of phase
  have harg : 2 * π * I * (((h : ℂ) + 2 * k) / 3 + ((2 * p + 1 : ℤ) : ℂ) / 2) =
      π * I + ((q + p : ℤ) : ℂ) * (2 * π * I) := by
    push_cast
    linear_combination (2 * π * I / 3) * hq'
  rw [structureFactor_hcpSites, harg, Complex.exp_add, Complex.exp_pi_mul_I,
    Complex.exp_int_mul_two_pi_mul_I]
  ring

end

end HcpStructureFactor
```

```lean
#print axioms HcpStructureFactor.norm_structureFactor_shift
-- 'HcpStructureFactor.norm_structureFactor_shift' depends on axioms: [propext, Classical.choice, Quot.sound]
#print axioms HcpStructureFactor.structureFactor_hcpSites
-- 'HcpStructureFactor.structureFactor_hcpSites' depends on axioms: [propext, Classical.choice, Quot.sound]
#print axioms HcpStructureFactor.hcp_hhl_absent
-- 'HcpStructureFactor.hcp_hhl_absent' depends on axioms: [propext, Classical.choice, Quot.sound]
#print axioms HcpStructureFactor.unequal_atoms_amplitude
-- 'HcpStructureFactor.unequal_atoms_amplitude' depends on axioms: [propext, Classical.choice, Quot.sound]
```
